# Lowering the energy of a stable charge state q between extreme charges p and r by d lengthens its Fermi-level window by at least d/(q − p) + d/(r − q) and at most 2d

I have a point defect with three charge states, −1, 0 and +2. At Fermi level zero their formation energies are 3.20, 2.00 and 1.00 eV, so the neutral state is the most stable one from 0.50 to 1.20 eV. Then I found a distorted geometry of the neutral defect that is 0.12 eV lower. Its window now runs from 0.44 to 1.32 eV, which is 0.18 eV longer. Why 0.18, and not 0.12 or twice that? And can I still say anything about the growth if I add the +1 state, whose energy I don't know yet?

## Where the 0.18 eV comes from

The upper edge is the crossing with the −1 line. The two slopes differ by one, so a drop of 0.12 eV moves the crossing by 0.12 eV. The lower edge is the crossing with the +2 line, where the slopes differ by two, so it moves by only 0.06 eV. The sum is 0.18 eV.

With +1 included, the growth lies between 0.18 and 0.24 eV, whatever the energy of +1, provided that the neutral state was stable at some Fermi level before the drop.

## The bounds for any finite set of charges

Let \(S\) be a finite set of integer charges with extremes \(p\) and \(r\), and let \(p<q<r\). Write \(\mu\) for the Fermi level (not an atomic chemical potential) and \(E_s+s\mu\) for the formation energy of charge \(s\). The window of \(q\) is the set of \(\mu\) at which no charge in \(S\) lies lower than \(q\). Suppose that it contains some level \(m\).

For a higher charge \(t>q\),
\[
E_q+q\mu\le E_t+t\mu \iff \mu\ge\varepsilon(q/t)=\frac{E_q-E_t}{t-q},
\]
and for a lower charge \(s<q\),
\[
E_q+q\mu\le E_s+s\mu \iff \mu\le\varepsilon(s/q)=\frac{E_s-E_q}{q-s}.
\]
Both kinds of charge exist, because \(p\) and \(r\) are in \(S\), and there are finitely many. The window is therefore \([a,b]\), with \(a\) the largest \(\varepsilon(q/t)\) and \(b\) the smallest \(\varepsilon(s/q)\). Since \(m\) lies in it, \(a\le b\).

Now lower \(E_q\) alone by \(d\ge 0\).

**At least.** Take \(\mu\) in the old window and move to \(\mu+x\). Charge \(q\) is stable there against \(s\ne q\) if
\[
\big[(E_q+q\mu)-(E_s+s\mu)\big]+(q-s)x\le d .
\]
The bracket is not positive, so \((q-s)x\le d\) suffices. For \(x=d/(q-p)\) we have \((q-s)x\le(q-p)x=d\), because \(s\ge p\). For \(x=-d/(r-q)\) we have \((q-s)x=(s-q)\,d/(r-q)\le d\), because \(s\le r\). Hence \(b+d/(q-p)\) and \(a-d/(r-q)\) both lie in the new window \([a',b']\), and
\[
b'-a'\ \ge\ (b-a)+\frac{d}{q-p}+\frac{d}{r-q}.
\]

**At most.** Let \(s\) and \(t\) be the charges that set the old edges \(b\) and \(a\). They still limit \(q\), at the shifted crossings, so
\[
b'\le b+\frac{d}{q-s}\le b+d,\qquad a'\ge a-\frac{d}{t-q}\ge a-d,
\]
because different integers are at least one apart. Hence \(b'-a'\le(b-a)+2d\).

With only the charges \(p,q,r\), the edges move by exactly \(d/(q-p)\) and \(d/(r-q)\), as in your example, so the lower bound is attained.

## What the theorems say

The main theorem is `window_lengthening`. Its objects correspond to the physics as follows.

- `E : ℤ → ℝ` gives one energy per integer charge, and `formationEnergy E q μ` is the line \(E_q+q\mu\). With charges in units of the elementary charge, energies and Fermi level share one unit, such as eV.
- `S : Finset ℤ` is the finite set of competing charges. The hypotheses `hp`, `hr` and `hS` say that `p` and `r` belong to it and bound it. Charge `q` itself may be in `S` or not, since comparing it with itself changes nothing.
- `window S E q` allows ties, so it can be a single point.
- `hm : m ∈ window S E q` says that `q` has minimal energy at the Fermi level `m`. Without it the window could be empty and stay empty after a small drop.
- `transitionLevel E a b` is the crossing of the lines of any two different charges, here called `a` and `b` (not the window edges), even where a third charge lies lower. A plot of stable states need not show all of these crossings.
- `lowerEnergy E q d` changes the energy of `q` and no other.

The conclusion supplies real numbers `a`, `b`, `a'`, `b'` with `a ≤ b` and `a' ≤ b'`, states that the old and new windows are the closed intervals `Icc a b` and `Icc a' b'`, and gives both inequalities for their lengths. The case of exactly three charges is `window_three_lowerEnergy`.

The Fermi level here ranges over the whole real line. In a semiconductor it is usually considered within the band gap, and the part of a window that grows past a band edge is then not seen, so the visible growth can fall below the lower bound. The model also takes each \(E_s\) as independent of the Fermi level.

In Lean 4 with Mathlib:

```lean
import Mathlib

open Set

namespace ChargeStateWindow

noncomputable section

/-- Formation energy of charge state `q` at Fermi level `μ`: a line of slope `q`. -/
def formationEnergy (E : ℤ → ℝ) (q : ℤ) (μ : ℝ) : ℝ := E q + q * μ

/-- The stability window of `q`: the Fermi levels at which no charge in `S` has a lower
formation energy than `q`. -/
def window (S : Finset ℤ) (E : ℤ → ℝ) (q : ℤ) : Set ℝ :=
  {μ | ∀ s ∈ S, formationEnergy E q μ ≤ formationEnergy E s μ}

/-- The charge transition level of two different charges `a ≠ b`: the Fermi level at which
their formation energies cross. -/
def transitionLevel (E : ℤ → ℝ) (a b : ℤ) : ℝ := (E a - E b) / ((b : ℝ) - a)

/-- The energies after that of charge `q` alone has been lowered by `d`. -/
def lowerEnergy (E : ℤ → ℝ) (q : ℤ) (d : ℝ) : ℤ → ℝ := Function.update E q (E q - d)

/-- A charge `q` is stable against a higher charge `t` exactly when the Fermi level is at or
above their transition level. -/
theorem stable_against_higher (E : ℤ → ℝ) {q t : ℤ} (h : q < t) (μ : ℝ) :
    formationEnergy E q μ ≤ formationEnergy E t μ ↔ transitionLevel E q t ≤ μ := by
  have h' : (0 : ℝ) < (t : ℝ) - q := sub_pos.mpr (by exact_mod_cast h)
  unfold formationEnergy transitionLevel
  rw [div_le_iff₀ h']
  constructor <;> intro H <;> linarith

/-- A charge `q` is stable against a lower charge `s` exactly when the Fermi level is at or
below their transition level. -/
theorem stable_against_lower (E : ℤ → ℝ) {s q : ℤ} (h : s < q) (μ : ℝ) :
    formationEnergy E q μ ≤ formationEnergy E s μ ↔ μ ≤ transitionLevel E s q := by
  have h' : (0 : ℝ) < (q : ℝ) - s := sub_pos.mpr (by exact_mod_cast h)
  unfold formationEnergy transitionLevel
  rw [le_div_iff₀ h']
  constructor <;> intro H <;> linarith

/-- If `q` is stable at some Fermi level and `S` holds a lower and a higher charge, the window
of `q` is a non-empty compact interval whose edges are transition levels of `q`. -/
theorem window_eq_Icc {S : Finset ℤ} {E : ℤ → ℝ} {p q r : ℤ} {m : ℝ}
    (hp : p ∈ S) (hr : r ∈ S) (hpq : p < q) (hqr : q < r) (hm : m ∈ window S E q) :
    ∃ s ∈ S, ∃ t ∈ S, s < q ∧ q < t ∧ transitionLevel E q t ≤ transitionLevel E s q ∧
      window S E q = Icc (transitionLevel E q t) (transitionLevel E s q) := by
  -- the tightest bounds from below and from above
  obtain ⟨s, hs, hmin⟩ := Finset.exists_min_image (S.filter (fun u => u < q))
    (fun u => transitionLevel E u q) ⟨p, Finset.mem_filter.2 ⟨hp, hpq⟩⟩
  obtain ⟨t, ht, hmax⟩ := Finset.exists_max_image (S.filter (fun u => q < u))
    (fun u => transitionLevel E q u) ⟨r, Finset.mem_filter.2 ⟨hr, hqr⟩⟩
  obtain ⟨hsS, hsq⟩ := Finset.mem_filter.1 hs
  obtain ⟨htS, hqt⟩ := Finset.mem_filter.1 ht
  refine ⟨s, hsS, t, htS, hsq, hqt, ?_, ?_⟩
  · exact ((stable_against_higher E hqt m).1 (hm t htS)).trans
      ((stable_against_lower E hsq m).1 (hm s hsS))
  · ext μ
    constructor
    · intro hμ
      exact ⟨(stable_against_higher E hqt μ).1 (hμ t htS),
        (stable_against_lower E hsq μ).1 (hμ s hsS)⟩
    · rintro ⟨h1, h2⟩
      change ∀ u ∈ S, formationEnergy E q μ ≤ formationEnergy E u μ
      intro u hu
      rcases lt_trichotomy u q with h | h | h
      · exact (stable_against_lower E h μ).2
          (h2.trans (hmin u (Finset.mem_filter.2 ⟨hu, h⟩)))
      · exact le_of_eq (by rw [h])
      · exact (stable_against_higher E h μ).2
          ((hmax u (Finset.mem_filter.2 ⟨hu, h⟩)).trans h1)

/-- Let all charges lie between `p` and `r`, and let `q` be stable at `μ`. If a shift `x` of the
Fermi level raises `q` by at most `d` relative to `p` and to `r`, then `q`, lowered by `d`,
is stable at `μ + x`. -/
theorem shift_mem_window {S : Finset ℤ} {E : ℤ → ℝ} {p q r : ℤ} {μ x d : ℝ}
    (hS : ∀ s ∈ S, p ≤ s ∧ s ≤ r) (hμ : μ ∈ window S E q)
    (hp : ((q : ℝ) - p) * x ≤ d) (hr : ((q : ℝ) - r) * x ≤ d) :
    μ + x ∈ window S (lowerEnergy E q d) q := by
  change ∀ s ∈ S, formationEnergy (lowerEnergy E q d) q (μ + x) ≤
    formationEnergy (lowerEnergy E q d) s (μ + x)
  intro s hs
  by_cases h : s = q
  · exact le_of_eq (by rw [h])
  · have hps : (p : ℝ) ≤ s := by exact_mod_cast (hS s hs).1
    have hsr : (s : ℝ) ≤ r := by exact_mod_cast (hS s hs).2
    -- the relative cost is linear in the charge, so an extreme charge bounds it
    have key : ((q : ℝ) - s) * x ≤ d := by
      rcases le_total 0 x with hx | hx
      · nlinarith [mul_nonneg (sub_nonneg.2 hps) hx]
      · nlinarith [mul_nonneg (sub_nonneg.2 hsr) (neg_nonneg.2 hx)]
    have hq : formationEnergy E q μ ≤ formationEnergy E s μ := hμ s hs
    simp only [formationEnergy, lowerEnergy, Function.update_self,
      Function.update_of_ne h] at hq ⊢
    linarith

/-- Lowering `q` by `d` moves its transition level with a higher charge `t` down by `d/(t-q)`
and its transition level with a lower charge `s` up by `d/(q-s)`. -/
theorem transitionLevel_lowerEnergy (E : ℤ → ℝ) (d : ℝ) {s q t : ℤ} (hs : s < q) (ht : q < t) :
    transitionLevel (lowerEnergy E q d) q t = transitionLevel E q t - d / ((t : ℝ) - q) ∧
    transitionLevel (lowerEnergy E q d) s q = transitionLevel E s q + d / ((q : ℝ) - s) := by
  simp only [transitionLevel, lowerEnergy, Function.update_self,
    Function.update_of_ne hs.ne, Function.update_of_ne ht.ne']
  constructor <;> ring

/-- Let `p < q < r` with `p`, `r` the extreme charges, and let `q` be stable at some Fermi level.
Its window is a compact interval, and lowering `q` alone by `d ≥ 0` lengthens it by at least
`d/(q-p) + d/(r-q)` and at most `2d`. -/
theorem window_lengthening {S : Finset ℤ} {E : ℤ → ℝ} {p q r : ℤ} {m d : ℝ}
    (hp : p ∈ S) (hr : r ∈ S) (hS : ∀ s ∈ S, p ≤ s ∧ s ≤ r) (hpq : p < q) (hqr : q < r)
    (hm : m ∈ window S E q) (hd : 0 ≤ d) :
    ∃ a b a' b' : ℝ, a ≤ b ∧ window S E q = Icc a b ∧
      a' ≤ b' ∧ window S (lowerEnergy E q d) q = Icc a' b' ∧
      (b - a) + (d / ((q : ℝ) - p) + d / ((r : ℝ) - q)) ≤ b' - a' ∧
      b' - a' ≤ (b - a) + 2 * d := by
  obtain ⟨s, hs, t, ht, hsq, hqt, hab, hW⟩ := window_eq_Icc hp hr hpq hqr hm
  have hm' : m + 0 ∈ window S (lowerEnergy E q d) q :=
    shift_mem_window hS hm (by simpa using hd) (by simpa using hd)
  obtain ⟨s', hs', t', ht', hsq', hqt', hab', hW'⟩ := window_eq_Icc hp hr hpq hqr hm'
  refine ⟨_, _, _, _, hab, hW, hab', hW', ?_, ?_⟩
  · -- the old edges, shifted outwards, still lie in the new window
    have h1 : (0 : ℝ) < (q : ℝ) - p := sub_pos.mpr (by exact_mod_cast hpq)
    have h2 : (0 : ℝ) < (r : ℝ) - q := sub_pos.mpr (by exact_mod_cast hqr)
    have x1 : 0 ≤ d / ((q : ℝ) - p) := div_nonneg hd h1.le
    have x2 : 0 ≤ d / ((r : ℝ) - q) := div_nonneg hd h2.le
    have e1 : d / ((q : ℝ) - p) * ((q : ℝ) - p) = d := div_mul_cancel₀ d h1.ne'
    have e2 : d / ((r : ℝ) - q) * ((r : ℝ) - q) = d := div_mul_cancel₀ d h2.ne'
    have hb : transitionLevel E s q ∈ window S E q := by
      rw [hW]; exact ⟨hab, le_rfl⟩
    have ha : transitionLevel E q t ∈ window S E q := by
      rw [hW]; exact ⟨le_rfl, hab⟩
    have up := shift_mem_window (x := d / ((q : ℝ) - p)) (d := d) hS hb
      (by linarith) (by nlinarith [mul_nonneg x1 h2.le])
    have down := shift_mem_window (x := -(d / ((r : ℝ) - q))) (d := d) hS ha
      (by nlinarith [mul_nonneg x2 h1.le]) (by linarith)
    rw [hW'] at up down
    linarith [up.2, down.1]
  · -- the old limiting charges still bound the new window
    have hb : transitionLevel (lowerEnergy E q d) s' q ∈ window S (lowerEnergy E q d) q := by
      rw [hW']; exact ⟨hab', le_rfl⟩
    have ha : transitionLevel (lowerEnergy E q d) q t' ∈ window S (lowerEnergy E q d) q := by
      rw [hW']; exact ⟨le_rfl, hab'⟩
    have up := (stable_against_lower _ hsq _).1 (hb s hs)
    have down := (stable_against_higher _ hqt _).1 (ha t ht)
    obtain ⟨l1, l2⟩ := transitionLevel_lowerEnergy E d hsq hqt
    rw [l2] at up
    rw [l1] at down
    have g1 : (s : ℝ) + 1 ≤ q := by exact_mod_cast Int.add_one_le_iff.mpr hsq
    have g2 : (q : ℝ) + 1 ≤ t := by exact_mod_cast Int.add_one_le_iff.mpr hqt
    have k1 : d / ((q : ℝ) - s) ≤ d := div_le_self hd (by linarith)
    have k2 : d / ((t : ℝ) - q) ≤ d := div_le_self hd (by linarith)
    linarith

/-- With only three charges `p < q < r`, the window of `q` consists of the Fermi levels at or above
its transition level with `r` and at or below its transition level with `p`. -/
theorem window_three (E : ℤ → ℝ) {p q r : ℤ} (hpq : p < q) (hqr : q < r) :
    window {p, q, r} E q = Icc (transitionLevel E q r) (transitionLevel E p q) := by
  ext μ
  rw [Set.mem_Icc, ← stable_against_higher E hqr μ, ← stable_against_lower E hpq μ]
  constructor
  · intro h
    exact ⟨h r (by simp), h p (by simp)⟩
  · rintro ⟨h1, h2⟩
    change ∀ s ∈ ({p, q, r} : Finset ℤ), formationEnergy E q μ ≤ formationEnergy E s μ
    intro s hs
    simp only [Finset.mem_insert, Finset.mem_singleton] at hs
    rcases hs with h | h | h
    · rw [h]; exact h2
    · exact le_of_eq (by rw [h])
    · rw [h]; exact h1

/-- With only three charges `p < q < r`, the window of `q` after its energy is lowered by `d`
consists of the Fermi levels at or above its old transition level with `r` minus `d/(r-q)` and at or
below its old transition level with `p` plus `d/(q-p)`. -/
theorem window_three_lowerEnergy (E : ℤ → ℝ) (d : ℝ) {p q r : ℤ} (hpq : p < q) (hqr : q < r) :
    window {p, q, r} (lowerEnergy E q d) q =
      Icc (transitionLevel E q r - d / ((r : ℝ) - q))
        (transitionLevel E p q + d / ((q : ℝ) - p)) := by
  obtain ⟨l1, l2⟩ := transitionLevel_lowerEnergy E d hpq hqr
  rw [window_three _ hpq hqr, l1, l2]

end

end ChargeStateWindow
```

```lean
#print axioms ChargeStateWindow.window_lengthening
-- 'ChargeStateWindow.window_lengthening' depends on axioms: [propext, Classical.choice, Quot.sound]
#print axioms ChargeStateWindow.window_three_lowerEnergy
-- 'ChargeStateWindow.window_three_lowerEnergy' depends on axioms: [propext, Classical.choice, Quot.sound]
```

## From the crossings to the two inequalities

`stable_against_higher` and `stable_against_lower` are the two equivalences above: multiply by the positive charge difference, then rearrange with `linarith`.

`window_eq_Icc` picks the tightest bounds with `Finset.exists_min_image` over the lower charges and `Finset.exists_max_image` over the higher ones. To show that every level between these bounds is in the window, it splits each competitor into lower, equal or higher than `q`.

`shift_mem_window` is the argument with the shift \(x\). Its inequality `key` is \((q-s)x\le d\), deduced from the same inequality at `p` if \(x\ge0\) and at `r` if \(x\le0\).

`transitionLevel_lowerEnergy` computes how far each crossing moves.

In `window_lengthening`, a shift by zero first shows that `m` is still in the window after the drop, so `window_eq_Icc` applies to the new energies too. The lower bound then comes from using `shift_mem_window` at each old edge. For the upper bound, the new edges are tested against the old limiting charges `s` and `t`, and `g1` and `g2` record that these differ from `q` by at least one.

`window_three` finds the window for three charges directly, and `window_three_lowerEnergy` inserts the moved crossings.

## The same step in a supercell calculation

For each charge, \(E_s\) is assembled from the total energy of the defect cell, minus that of the bulk cell, minus the chemical potentials of the atoms put in to make the defect, plus those of the atoms taken out, plus \(s\) times the energy of the valence-band edge, from which \(\mu\) is measured, plus the finite-size correction. A new geometry for the neutral cell replaces one total energy, so only \(E_0\) changes. You then recompute the crossings of the neutral line with all the others and take the tightest on each side.

Suppose that your +1 state turns out to have an energy of 1.47 eV. Before the drop it sets the lower edge, at \(2.00-1.47=0.53\) eV. Afterwards its crossing is at 0.41 eV, but the one with +2 is at 0.44 eV and takes over. The lower edge has moved by 0.09 eV and the upper one by 0.12 eV, so the window has grown by 0.21 eV, between the two bounds.

For defect levels from electronic-structure calculations, with one fixed energy per charge, this turns a drop in the energy of a single charge state into a range for the growth of its window, even before the energies of the intermediate charges are known, provided that the state was already stable at some Fermi level.
